# The summed frequencies of coupled harmonic oscillators stay finite at a soft-mode threshold, while their slope in the coupling strength diverges as an inverse square root

The theorem `energy_finite_force_scaling` concerns finitely many coupled harmonic oscillators with the same uncoupled frequency ω₀. Their squared mode frequencies are the eigenvalues of ω₀²(1 − tK), where K is a real symmetric coupling matrix with no eigenvalue above 1 and 0 ≤ t ≤ 1. The sum of the mode frequencies in units of ω₀ is E(t) = tr √(1 − tK), which is also the ground-state energy in units of ħω₀/2. As t tends to 1 from below, the theorem says, E(t) tends to E(1) and √(1 − t) E′(t) tends to −m/2, where m is the number of eigenvalues of K equal to 1, counted with multiplicity; m may be zero. The proof gets the first limit from continuity, and the second by adding up the limits of the single modes and showing that they sum to −m/2.

The failing Lean file:

```lean
import Mathlib

open Matrix Filter Topology

namespace EnergyFiniteForceScaling

noncomputable section

variable {n : Type*} [Fintype n] [DecidableEq n] {K : Matrix n n ℝ}

/-- The frequency matrix `√(1 - tK)` of coupled oscillators with symmetric coupling matrix `K`,
built in the eigenbasis of `K`. It is defined for every real `t`, but is a square root of `1 - tK`
only where `1 - tK` has no negative eigenvalue. -/
def freqMatrix (hK : K.IsHermitian) (t : ℝ) : Matrix n n ℝ :=
  (hK.eigenvectorUnitary : Matrix n n ℝ) *
    diagonal (fun i => √(1 - t * hK.eigenvalues i)) *
    star (hK.eigenvectorUnitary : Matrix n n ℝ)

/-- The trace of the frequency matrix. Where `1 - tK` has no negative eigenvalue, this is the energy
`E(t) = tr √(1 - tK)`, the sum of the coupled mode frequencies in units of the uncoupled frequency.
-/
def energy (hK : K.IsHermitian) (t : ℝ) : ℝ := (freqMatrix hK t).trace

/-- The number of soft modes: eigenvalues of `K` equal to `1`, counted with multiplicity. -/
def softModes (hK : K.IsHermitian) : ℕ :=
  (Finset.univ.filter fun i => hK.eigenvalues i = 1).card

/-- For every real `t`, `energy` is the sum of `√(1 - tλ)` over the eigenvalues `λ` of `K`, where
`√` is Lean's real square root, equal to zero for negative arguments. -/
theorem energy_eq_sum (hK : K.IsHermitian) (t : ℝ) :
    energy hK t = ∑ i, √(1 - t * hK.eigenvalues i) := by
  have hU := Matrix.mem_unitaryGroup_iff'.1 hK.eigenvectorUnitary.2
  rw [energy, freqMatrix, Matrix.trace_mul_comm, ← Matrix.mul_assoc, hU, Matrix.one_mul,
    Matrix.trace_diagonal]

/-- If no eigenvalue of `K` exceeds `1`, then for `0 ≤ t < 1` the energy is differentiable, and
each mode contributes `-λ / (2√(1 - tλ))` to its slope. -/
theorem hasDerivAt_energy (hK : K.IsHermitian) (h : ∀ i, hK.eigenvalues i ≤ 1)
    {t : ℝ} (h0 : 0 ≤ t) (h1 : t < 1) :
    HasDerivAt (energy hK)
      (∑ i, -hK.eigenvalues i / (2 * √(1 - t * hK.eigenvalues i))) t := by
  rw [show energy hK = fun s => ∑ i, √(1 - s * hK.eigenvalues i) from
    funext (energy_eq_sum hK)]
  refine HasDerivAt.fun_sum fun i _ => ?_
  have hp : 0 < 1 - t * hK.eigenvalues i := by
    nlinarith [mul_le_mul_of_nonneg_left (h i) h0]
  have hd := (((hasDerivAt_id' t).mul_const (hK.eigenvalues i)).const_sub 1).sqrt hp.ne'
  exact hd.congr_deriv (by rw [one_mul])

/-- For one mode with `λ ≤ 1`, the slope times `√(1 - t)` tends to `-1/2` as `t` tends to `1` from
below if `λ = 1`, and to `0` otherwise. -/
theorem mode_slope_limit {l : ℝ} (hl : l ≤ 1) :
    Tendsto (fun t : ℝ => √(1 - t) * (-l / (2 * √(1 - t * l)))) (𝓝[<] 1)
      (𝓝 (if l = 1 then -1 / 2 else 0)) := by
  by_cases h : l = 1
  · -- a soft mode: the product is constant
    subst h
    rw [if_pos rfl]
    refine tendsto_const_nhds.congr' ?_
    filter_upwards [self_mem_nhdsWithin] with t ht
    have hs : √(1 - t) ≠ 0 := (Real.sqrt_pos.2 (sub_pos.2 ht)).ne'
    rw [mul_one]
    field_simp
  · -- a stable mode: its slope stays finite
    have hp : 0 < 1 - 1 * l := by
      rw [one_mul]
      exact sub_pos.2 (lt_of_le_of_ne hl h)
    have hne : 2 * √(1 - 1 * l) ≠ 0 := (mul_pos two_pos (Real.sqrt_pos.2 hp)).ne'
    have hc : ContinuousAt (fun t : ℝ => √(1 - t) * (-l / (2 * √(1 - t * l)))) 1 :=
      ContinuousAt.mul (by fun_prop) (ContinuousAt.div (by fun_prop) (by fun_prop) hne)
    have ht := hc.tendsto.mono_left (nhdsWithin_le_nhds (s := Set.Iio 1))
    rw [if_neg h]
    rwa [sub_self, Real.sqrt_zero, zero_mul] at ht

/-- Let no eigenvalue of `K` exceed `1`, and let `m` be the number of soft modes. As `t` tends to
`1` from below, `E(t)` tends to `E(1)`, while `√(1 - t) E'(t)` tends to `-m/2`. -/
theorem energy_finite_force_scaling (hK : K.IsHermitian) (h : ∀ i, hK.eigenvalues i ≤ 1) :
    Tendsto (energy hK) (𝓝[<] 1) (𝓝 (energy hK 1)) ∧
    Tendsto (fun t => √(1 - t) * deriv (energy hK) t) (𝓝[<] 1)
      (𝓝 (-(softModes hK : ℝ) / 2)) := by
  constructor
  · have hc : Continuous (energy hK) := by
      rw [show energy hK = fun s => ∑ i, √(1 - s * hK.eigenvalues i) from
        funext (energy_eq_sum hK)]
      fun_prop
    exact hc.continuousAt.tendsto.mono_left nhdsWithin_le_nhds
  · -- add up the limits of the single modes
    have hsum := tendsto_finset_sum Finset.univ fun i _ => mode_slope_limit (h i)
    have hm : ∑ i, (if hK.eigenvalues i = 1 then (-1 / 2 : ℝ) else 0)
        = -(softModes hK : ℝ) / 2 := by
      rw [softModes, ← Finset.sum_boole, neg_div, Finset.sum_div, ← Finset.sum_neg_distrib]
      refine Finset.sum_congr rfl fun i _ => ?_
      split_ifs <;> norm_num
    rw [hm] at hsum
    refine hsum.congr' ?_
    filter_upwards [Ioo_mem_nhdsLT (zero_lt_one' ℝ)] with t ht
    rw [(hasDerivAt_energy hK h ht.1.le ht.2).deriv, Finset.mul_sum]

end

end EnergyFiniteForceScaling
```

The error:

```
Main.lean:88:17: warning: `tendsto_finset_sum` has been deprecated: Use `tendsto_finsetSum` instead
Main.lean:91:50: error: Tactic `rewrite` failed: Did not find an occurrence of the pattern
  (∑ i ∈ ?s, ?f i) / ?a
in the target expression
  (∑ i, if hK.eigenvalues i = 1 then -(1 / 2) else 0) = (-∑ x, if hK.eigenvalues x = 1 then 1 else 0) / 2

n : Type u_1
inst✝¹ : Fintype n
inst✝ : DecidableEq n
K : Matrix n n ℝ
hK : K.IsHermitian
h : ∀ (i : n), hK.eigenvalues i ≤ 1
hsum :
  Tendsto (fun b => ∑ c, √(1 - b) * (-hK.eigenvalues c / (2 * √(1 - b * hK.eigenvalues c)))) (𝓝[<] 1)
    (𝓝 (∑ c, if hK.eigenvalues c = 1 then -1 / 2 else 0))
⊢ (∑ i, if hK.eigenvalues i = 1 then -(1 / 2) else 0) = (-∑ x, if hK.eigenvalues x = 1 then 1 else 0) / 2
```

What went wrong. The error arises in `hm`, the proof that the limits of the single modes sum to −m/2. The step `neg_div`, which turns `-b / a` into `-(b / a)`, was needed on the right-hand side, where a negated sum is divided by 2. But `-1 / 2` on the left also fits the pattern, and `rw` took that match, as the `-(1 / 2)` in the message shows. The right-hand side stayed `(-∑ …) / 2`. `Finset.sum_div` needs a sum directly under the division, found a negation there, and failed.

The repair drops `neg_div` and applies `← Finset.sum_neg_distrib` first. This moves the minus sign inside the sum, so that `Finset.sum_div` finds a sum divided by 2 and can divide each term.

The other message is only a warning that `tendsto_finset_sum` is deprecated. Changing it to `tendsto_finsetSum` is tidying and has no part in curing the error.

Fix (accepted with no message):

```diff
@@ -86,8 +86,8 @@
     exact hc.continuousAt.tendsto.mono_left nhdsWithin_le_nhds
   · -- add up the limits of the single modes
-    have hsum := tendsto_finset_sum Finset.univ fun i _ => mode_slope_limit (h i)
+    have hsum := tendsto_finsetSum Finset.univ fun i _ => mode_slope_limit (h i)
     have hm : ∑ i, (if hK.eigenvalues i = 1 then (-1 / 2 : ℝ) else 0)
         = -(softModes hK : ℝ) / 2 := by
-      rw [softModes, ← Finset.sum_boole, neg_div, Finset.sum_div, ← Finset.sum_neg_distrib]
+      rw [softModes, ← Finset.sum_boole, ← Finset.sum_neg_distrib, Finset.sum_div]
       refine Finset.sum_congr rfl fun i _ => ?_
       split_ifs <;> norm_num
```
